# A common linear error in computed shieldings leaves the regression error unchanged but rescales single-reference shifts

**Q:** I compute NMR shieldings for several compounds, and my density functional stretches them all by ten per cent. Subtracting them from the shielding of one reference compound, computed and stretched in the same way, gives shifts that are ten per cent too large. Does fitting a line to measured shifts remove this error, and does a theorem about a minimum say so?

**A:** Yes, if the error is the same linear map for every compound. Write $d_i$ for the measured shifts and $s_i$ for the shieldings (textbooks use $\delta$ and $\sigma$), and let
$$E(p,q)=\sum_i(d_i-p-q s_i)^2 .$$
Replace $s_i$ by $a s_i+b$ with $a\neq0$. Each residual becomes
$$d_i-p-q(a s_i+b)=d_i-(p+qb)-(qa)s_i ,$$
so the new error at $(p,q)$ is $E(p+qb,\,qa)$. Any pair $(P,Q)$ is reached by $q=Q/a$, $p=P-Qb/a$. Both errors take the same values and have the same infimum. With one reference of shielding $s_{\rm ref}$, however,
$$(a s_{\rm ref}+b)-(a s_i+b)=a(s_{\rm ref}-s_i).$$

**Q:** Show me numbers.

**A:** Take $s=(170,150,100)$, $s_{\rm ref}=180$ and $d=(10,30,80)$, all in ppm. With $a=1.1$, $b=-5$ the shieldings become $(182,160,105)$ and the reference $193$. Single referencing gives $(11,33,88)$, with squared error $1+9+64=74$. The line with $q=-10/11$, $p=1930/11$ returns $(10,30,80)$ exactly.

**Q:** What are these quantities in Lean?

**A:** The compounds form a finite type `ι`; shifts and shieldings are real functions on it.

```lean
import Mathlib

open Finset

namespace ChemicalShiftReferencing

noncomputable section

variable {ι : Type*} [Fintype ι]
```

`sqError` is $E$, and `minError` is its infimum over all real pairs.

```lean
/-- Summed squared deviation of the measured shifts `d` from the line `p + q s` in the
computed shieldings `s`. -/
def sqError (d s : ι → ℝ) (p q : ℝ) : ℝ := ∑ i, (d i - p - q * s i) ^ 2

/-- The infimum of the summed squared deviation over all intercepts and slopes. -/
def minError (d s : ι → ℝ) : ℝ := ⨅ pq : ℝ × ℝ, sqError d s pq.1 pq.2
```

The averages $\bar s,\bar d$ give the usual slope $q_0$ and intercept $p_0=\bar d-q_0\bar s$.

```lean
/-- Average over the compounds, for a nonempty set of compounds. -/
def mean (x : ι → ℝ) : ℝ := (∑ i, x i) / (Fintype.card ι : ℝ)

/-- Least-squares slope of shifts against shieldings, for nonconstant shieldings. -/
def slope (d s : ι → ℝ) : ℝ :=
  (∑ i, (s i - mean s) * (d i - mean d)) / ∑ i, (s i - mean s) ^ 2

/-- Least-squares intercept of shifts against shieldings, for nonconstant shieldings. -/
def intercept (d s : ι → ℝ) : ℝ := mean d - slope d s * mean s
```

Single referencing uses $s_{\rm ref}-s_i$, which replaces by 1 the denominator $1-10^{-6}s_{\rm ref}$ of the exact shift definition (shieldings in ppm); the two are nearly equal because $10^{-6}s_{\rm ref}$ is small. The reference need not belong to the fitted set.

```lean
/-- Chemical shifts obtained from one reference compound of shielding `sref`. -/
def singleRef (sref : ℝ) (s : ι → ℝ) (i : ι) : ℝ := sref - s i

/-- Summed squared deviation of the measured shifts from the single-reference shifts. -/
def refError (d : ι → ℝ) (sref : ℝ) (s : ι → ℝ) : ℝ := ∑ i, (d i - singleRef sref s i) ^ 2
```

**Q:** An infimum need not be attained. Is there a best line?

**A:** There is exactly one when the shieldings are not all equal. Its residuals are $r_i=(d_i-\bar d)-q_0(s_i-\bar s)$. Deviations from a mean sum to zero, so $\sum_i r_i=0$, and then
$$\sum_i r_i s_i=\sum_i(s_i-\bar s)(d_i-\bar d)-q_0\sum_i(s_i-\bar s)^2=0$$
by the definition of $q_0$. The next three lemmas establish this.

```lean
/-- If the summed squares of real deviations vanish, each deviation vanishes. -/
theorem eq_zero_of_sum_sq (f : ι → ℝ) (h : ∑ i, f i ^ 2 = 0) (i : ι) : f i = 0 := by
  have hz := (Finset.sum_eq_zero_iff_of_nonneg (fun k _ => sq_nonneg (f k))).1 h
  exact (pow_eq_zero_iff two_ne_zero).1 (hz i (Finset.mem_univ i))

/-- Deviations from the average over a nonempty set of compounds sum to zero. -/
theorem sum_sub_mean [Nonempty ι] (x : ι → ℝ) : ∑ i, (x i - mean x) = 0 := by
  have hc : (Fintype.card ι : ℝ) ≠ 0 := by exact_mod_cast Fintype.card_ne_zero
  have h : (Fintype.card ι : ℝ) * mean x = ∑ i, x i := by
    unfold mean
    field_simp
  rw [Finset.sum_sub_distrib, Finset.sum_const, Finset.card_univ, nsmul_eq_mul, h, sub_self]

/-- Normal equations: for nonconstant shieldings, the residuals of the least-squares line sum
to zero and are orthogonal to the shieldings. -/
theorem normal_equations (d s : ι → ℝ) (hs : ∃ i j, s i ≠ s j) :
    ∑ i, (d i - intercept d s - slope d s * s i) = 0 ∧
      ∑ i, (d i - intercept d s - slope d s * s i) * s i = 0 := by
  obtain ⟨i, j, hij⟩ := hs
  have : Nonempty ι := ⟨i⟩
  -- nonconstant shieldings have a nonzero spread
  have hv : ∑ k, (s k - mean s) ^ 2 ≠ 0 := by
    intro h
    have hi : s i - mean s = 0 := eq_zero_of_sum_sq (fun k => s k - mean s) h i
    have hj : s j - mean s = 0 := eq_zero_of_sum_sq (fun k => s k - mean s) h j
    exact hij (by linarith)
  have hq : ∑ k, (s k - mean s) * (d k - mean d) = slope d s * ∑ k, (s k - mean s) ^ 2 :=
    (div_eq_iff hv).1 rfl
  have h0 : ∑ k, (d k - intercept d s - slope d s * s k) = 0 := by
    calc ∑ k, (d k - intercept d s - slope d s * s k)
        = ∑ k, (d k - mean d) - slope d s * ∑ k, (s k - mean s) := by
          rw [Finset.mul_sum, ← Finset.sum_sub_distrib]
          exact Finset.sum_congr rfl fun k _ => by unfold intercept; ring
      _ = 0 := by rw [sum_sub_mean d, sum_sub_mean s]; ring
  refine ⟨h0, ?_⟩
  calc ∑ k, (d k - intercept d s - slope d s * s k) * s k
      = ∑ k, (s k - mean s) * (d k - mean d) - slope d s * ∑ k, (s k - mean s) ^ 2
        + mean s * ∑ k, (d k - intercept d s - slope d s * s k) := by
        rw [Finset.mul_sum, Finset.mul_sum, ← Finset.sum_sub_distrib, ← Finset.sum_add_distrib]
        exact Finset.sum_congr rfl fun k _ => by unfold intercept; ring
    _ = 0 := by rw [h0, hq]; ring
```

Since $d_i-p-qs_i=r_i+(p_0-p)+(q_0-q)s_i$, the cross terms vanish on squaring:
$$E(p,q)=E(p_0,q_0)+\sum_i\big[(p_0-p)+(q_0-q)s_i\big]^2 .$$
This is `split` below. The last sum is zero only if the bracket vanishes at two different shieldings, which forces $q=q_0$ and $p=p_0$.

```lean
/-- No line has a smaller summed squared deviation than `minError`. -/
theorem minError_le (d s : ι → ℝ) (p q : ℝ) : minError d s ≤ sqError d s p q := by
  have hb : BddBelow (Set.range fun pq : ℝ × ℝ => sqError d s pq.1 pq.2) := by
    refine ⟨0, ?_⟩
    rintro _ ⟨pq, rfl⟩
    exact Finset.sum_nonneg fun _ _ => sq_nonneg _
  exact ciInf_le hb (p, q)

/-- For nonconstant shieldings the minimum is attained by the least-squares line and by no
other line. -/
theorem sqError_eq_minError_iff (d s : ι → ℝ) (hs : ∃ i j, s i ≠ s j) (p q : ℝ) :
    sqError d s p q = minError d s ↔ p = intercept d s ∧ q = slope d s := by
  obtain ⟨h0, h1⟩ := normal_equations d s hs
  -- the error splits into the optimal error and a sum of squares
  have split : ∀ p q, sqError d s p q = sqError d s (intercept d s) (slope d s)
      + ∑ i, ((intercept d s - p) + (slope d s - q) * s i) ^ 2 := by
    intro p q
    have h : sqError d s p q = sqError d s (intercept d s) (slope d s)
        + ∑ i, ((intercept d s - p) + (slope d s - q) * s i) ^ 2
        + 2 * (intercept d s - p) * ∑ i, (d i - intercept d s - slope d s * s i)
        + 2 * (slope d s - q) * ∑ i, (d i - intercept d s - slope d s * s i) * s i := by
      simp only [sqError, Finset.mul_sum, ← Finset.sum_add_distrib]
      exact Finset.sum_congr rfl fun i _ => by ring
    rw [h, h0, h1]
    ring
  have hmin : minError d s = sqError d s (intercept d s) (slope d s) := by
    refine le_antisymm (minError_le d s _ _) (le_ciInf fun pq => ?_)
    have hn : 0 ≤ ∑ i, ((intercept d s - pq.1) + (slope d s - pq.2) * s i) ^ 2 :=
      Finset.sum_nonneg fun _ _ => sq_nonneg _
    linarith [split pq.1 pq.2]
  constructor
  · intro h
    have hz : ∑ i, ((intercept d s - p) + (slope d s - q) * s i) ^ 2 = 0 := by
      linarith [split p q]
    obtain ⟨i, j, hij⟩ := hs
    have hi : (intercept d s - p) + (slope d s - q) * s i = 0 := eq_zero_of_sum_sq _ hz i
    have hj : (intercept d s - p) + (slope d s - q) * s j = 0 := eq_zero_of_sum_sq _ hz j
    have hm : (slope d s - q) * (s i - s j) = 0 := by linear_combination hi - hj
    have hq : slope d s - q = 0 := (mul_eq_zero.1 hm).resolve_right (sub_ne_zero.2 hij)
    rw [hq] at hi
    constructor <;> linarith
  · rintro ⟨rfl, rfl⟩
    exact hmin.symm
```

**Q:** And the distortion?

**A:** `sqError_rescale` is the change of parameters above. The main theorem uses it in both directions, one inequality each, and needs no assumption that the shieldings vary.

```lean
/-- A line in the distorted shieldings `a s + b` is a line in the original shieldings, with
intercept `p + q b` and slope `q a`. -/
theorem sqError_rescale (d s : ι → ℝ) (a b p q : ℝ) :
    sqError d (fun i => a * s i + b) p q = sqError d s (p + q * b) (q * a) := by
  unfold sqError
  exact Finset.sum_congr rfl fun i _ => by ring

/-- When all shieldings become `a s + b` with `a` nonzero, the minimal regression error is
unchanged, whereas every single-reference shift is multiplied by `a`. -/
theorem regression_removes_scale (d s : ι → ℝ) {a : ℝ} (ha : a ≠ 0) (b : ℝ) :
    minError d (fun i => a * s i + b) = minError d s ∧
      ∀ sref i, singleRef (a * sref + b) (fun i => a * s i + b) i = a * singleRef sref s i := by
  refine ⟨le_antisymm (le_ciInf fun pq => ?_) (le_ciInf fun pq => ?_), fun sref i => ?_⟩
  · -- undo the distortion in the fit parameters
    have h := minError_le d (fun i => a * s i + b) (pq.1 - pq.2 / a * b) (pq.2 / a)
    rwa [sqError_rescale, sub_add_cancel, div_mul_cancel₀ _ ha] at h
  · rw [sqError_rescale]
    exact minError_le d s _ _
  · unfold singleRef
    ring
```

**Q:** Equal errors could still hide different predictions.

**A:** They don't. Let $f_i$ and $g_i$ be the fitted shifts of optimal lines before and after the distortion, and $m$ the common minimum. Then
$$4\sum_i\Big(d_i-\frac{f_i+g_i}{2}\Big)^2+\sum_i(g_i-f_i)^2=2m+2m .$$
The halfway line is also a line in $s_i$, so the first term is at least $4m$. Hence $g_i=f_i$ for every compound in the fit. If the fitted shieldings are not all equal, the optimal line is unique, so a new compound whose shielding is distorted by the same map also keeps its predicted shift.

```lean
/-- Optimal lines for the shieldings `s` and for `a s + b`, with `a` nonzero, give every
compound the same fitted shift. -/
theorem fitted_shift_invariant (d s : ι → ℝ) {a : ℝ} (ha : a ≠ 0) (b p q p' q' : ℝ)
    (h : sqError d s p q = minError d s)
    (h' : sqError d (fun i => a * s i + b) p' q' = minError d (fun i => a * s i + b)) (i : ι) :
    p' + q' * (a * s i + b) = p + q * s i := by
  rw [sqError_rescale, (regression_removes_scale d s ha b).1] at h'
  -- the line halfway between two optimal lines cannot be better than either
  have hmid := minError_le d s ((p + (p' + q' * b)) / 2) ((q + q' * a) / 2)
  have hpar : 4 * sqError d s ((p + (p' + q' * b)) / 2) ((q + q' * a) / 2)
      + ∑ i, (p' + q' * (a * s i + b) - (p + q * s i)) ^ 2
      = 2 * sqError d s p q + 2 * sqError d s (p' + q' * b) (q' * a) := by
    simp only [sqError, Finset.mul_sum, ← Finset.sum_add_distrib]
    exact Finset.sum_congr rfl fun i _ => by ring
  have hn : 0 ≤ ∑ i, (p' + q' * (a * s i + b) - (p + q * s i)) ^ 2 :=
    Finset.sum_nonneg fun _ _ => sq_nonneg _
  have hz : ∑ i, (p' + q' * (a * s i + b) - (p + q * s i)) ^ 2 = 0 := by linarith
  exact sub_eq_zero.1 (eq_zero_of_sum_sq _ hz i)
```

**Q:** Is single referencing then really worse?

**A:** Suppose it was exact before the distortion: $d_i=s_{\rm ref}-s_i$. The line $p=s_{\rm ref}$, $q=-1$ has zero error, and regression keeps that zero. Single referencing now misses by $(1-a)(s_{\rm ref}-s_i)$. Two different shieldings cannot both equal $s_{\rm ref}$, so for $a\neq1$ its squared error is positive. At $a=1$ the offset $b$ cancels.

```lean
/-- Let single referencing reproduce the measured shifts exactly, with nonconstant shieldings.
After a distortion `a s + b` with `a` neither 0 nor 1, regression still has zero error, but
single referencing has a positive error. -/
theorem single_reference_keeps_scale_error (d s : ι → ℝ) (sref : ℝ)
    (hd : ∀ i, d i = singleRef sref s i) (hs : ∃ i j, s i ≠ s j)
    {a : ℝ} (ha : a ≠ 0) (ha1 : a ≠ 1) (b : ℝ) :
    minError d (fun i => a * s i + b) = 0 ∧
      0 < refError d (a * sref + b) (fun i => a * s i + b) := by
  constructor
  · rw [(regression_removes_scale d s ha b).1]
    -- the line with slope -1 through the reference is exact
    have h0 : sqError d s sref (-1) = 0 :=
      Finset.sum_eq_zero fun i _ => by rw [hd i]; unfold singleRef; ring
    refine le_antisymm (h0 ▸ minError_le d s sref (-1)) (le_ciInf fun pq => ?_)
    exact Finset.sum_nonneg fun _ _ => sq_nonneg _
  · -- some compound has a nonzero shift, which is then scaled wrongly
    have hk : ∃ k, sref - s k ≠ 0 := by
      obtain ⟨i, j, hij⟩ := hs
      by_cases hi : sref - s i = 0
      · exact ⟨j, fun hj => hij (by linarith)⟩
      · exact ⟨i, hi⟩
    obtain ⟨k, hk⟩ := hk
    refine Finset.sum_pos' (fun _ _ => sq_nonneg _) ⟨k, Finset.mem_univ k, ?_⟩
    have he : d k - singleRef (a * sref + b) (fun i => a * s i + b) k
        = (1 - a) * (sref - s k) := by
      rw [hd k]
      unfold singleRef
      ring
    rw [he]
    exact sq_pos_of_ne_zero (mul_ne_zero (sub_ne_zero.2 ha1.symm) hk)

end

end ChemicalShiftReferencing
```

```lean
#print axioms ChemicalShiftReferencing.sqError_eq_minError_iff
-- 'ChemicalShiftReferencing.sqError_eq_minError_iff' depends on axioms: [propext, Classical.choice, Quot.sound]
#print axioms ChemicalShiftReferencing.fitted_shift_invariant
-- 'ChemicalShiftReferencing.fitted_shift_invariant' depends on axioms: [propext, Classical.choice, Quot.sound]
#print axioms ChemicalShiftReferencing.single_reference_keeps_scale_error
-- 'ChemicalShiftReferencing.single_reference_keeps_scale_error' depends on axioms: [propext, Classical.choice, Quot.sound]
```

**Q:** Where does this enter an actual calculation?

**A:** One example is a solid-state calculation with the GIPAW (gauge-including projector augmented wave) method. One can take the isotropic shielding of each assigned nucleus, fit both $p$ and $q$ to the measured shifts, and convert a new shielding $s$ to $p+qs$. If the slope is instead fixed at $-1$, the fit can't absorb a scale error. The fit absorbs whatever part of the functional's error is one linear map shared by all compounds. That a real functional errs in this way is a physical assumption; scatter from compound to compound is in general not removed, and it can also change the fitted $p$ and $q$.
